# A normalised antisymmetric wavefunction on a finite set is a Slater determinant exactly when its one-particle density matrix, with trace equal to the particle number, is idempotent

## Two particles on four points

On the points 1, 2, 3, 4 let

$$\psi=\tfrac{1}{\sqrt2}\big[\cos\theta\,(|12\rangle-|21\rangle)+\sin\theta\,(|34\rangle-|43\rangle)\big].$$

Its one-particle density matrix, with trace 2, is $D=\mathrm{diag}(\cos^2\theta,\cos^2\theta,\sin^2\theta,\sin^2\theta)$. Then $D^2=D$ only if one of the two determinants is absent. Fractional occupations reveal the superposition.

## The statement for N particles

Let $N=n+1\ge1$, let $X$ be finite, and let $\psi(x_0,\dots,x_n)$ be antisymmetric with $\sum_x|\psi(x)|^2=1$. Define

$$D(x,y)=N\sum_{z\in X^n}\psi(x,z)\,\overline{\psi(y,z)}.$$

Then $D^2=D$ if and only if $\psi(x)=c\,\det[a_i(x_j)]$ for some scalar $c$ and orthonormal orbitals $a_0,\dots,a_n$.

In Lean, `Fin (n + 1) → X` is a configuration, `vecCons x z` puts $x$ before the spectators $z$, and `star` is complex conjugation. `IsAntisymmetric` and `IsNormalised` are hypotheses. `slater` has no prefactor, so normalisation forces $|c|=1/\sqrt{N!}$.

A point of $X$ can label an orthonormal spin-orbital basis function. In such a finite basis, idempotency tests whether a pure state is a single Hartree–Fock-type determinant; it does not test whether that determinant minimises the energy. Continuous coordinates, overlapping basis functions and ensembles are not covered.

## From idempotency to a determinant

Write $M(x,z)=\psi(x,z)$, so $D=NMM^\dagger$ is Hermitian. If $D^2=D$, then $(1-D)MM^\dagger=0$. Hence $(1-D)M$ times its own adjoint vanishes, and $DM=M$: $D$ leaves $\psi$ unchanged in coordinate 0. Exchanging coordinates 0 and $j$ gives the same sign on both sides, so this holds in every coordinate, and

$$\psi(x)=\sum_y\prod_j D(x_j,y_j)\,\psi(y).$$

The eigenvalues of $D$ are 0 or 1 and its trace is $N$, so $D(x,y)=\sum_i a_i(x)\overline{a_i(y)}$ with $N$ orthonormal $a_i$. Antisymmetrising in $x$,

$$N!\,\psi(x)=\sum_y\det[D(x_i,y_j)]\,\psi(y)=\det[a_i(x_j)]\sum_y\overline{\det[a_i(y_j)]}\,\psi(y).$$

Dividing by $N!$ identifies $c$.

## From a determinant to idempotency

Expand both determinants in $D$ over permutations $\sigma,\tau$. The spectator sum gives $\prod_{j\ge1}\delta_{\sigma(j)\tau(j)}$, which forces $\sigma=\tau$. Each value of $\sigma(0)$ occurs $n!$ times, so

$$D=N!\,|c|^2P,\qquad P(x,y)=\sum_i a_i(x)\overline{a_i(y)}.$$

Both $D$ and $P$ have trace $N$, so $D=P$, and orthonormality gives $P^2=P$.

## Without antisymmetry

On two points, $\psi=(|11\rangle+|22\rangle)/\sqrt2$ is normalised and has $D=1$, which is idempotent. Yet $\psi$ is symmetric and nonzero, so it is no multiple of a determinant.

## The Lean proof

```lean
import Mathlib

open Matrix
open scoped ComplexOrder

namespace IdempotentDensityMatrix

noncomputable section

variable {X : Type*} [Fintype X] {n : ℕ}

/-- The sign of a permutation of the particles, as a complex number. -/
def parity (σ : Equiv.Perm (Fin n)) : ℂ := ((Equiv.Perm.sign σ : ℤ) : ℂ)

/-- Permuting the coordinates multiplies the wavefunction by the sign of the permutation. -/
def IsAntisymmetric (ψ : (Fin n → X) → ℂ) : Prop :=
  ∀ (σ : Equiv.Perm (Fin n)) (x : Fin n → X), ψ (x ∘ σ) = parity σ * ψ x

/-- The squared moduli of the wavefunction sum to one. -/
def IsNormalised (ψ : (Fin n → X) → ℂ) : Prop := ∑ x, ‖ψ x‖ ^ 2 = 1

/-- The one-particle density matrix of a wavefunction of `n + 1` particles. -/
def densityMatrix (ψ : (Fin (n + 1) → X) → ℂ) : Matrix X X ℂ :=
  Matrix.of fun x y => ((n : ℂ) + 1) * ∑ z : Fin n → X, ψ (vecCons x z) * star (ψ (vecCons y z))

/-- The orbitals `a i` are orthonormal. -/
def IsOrthonormal (a : Fin n → X → ℂ) : Prop :=
  ∀ i j, ∑ x, star (a i x) * a j x = if i = j then 1 else 0

/-- The determinant of the orbitals `a i` at the coordinates `x j`, without prefactor. -/
def slater (a : Fin n → X → ℂ) (x : Fin n → X) : ℂ :=
  Matrix.det (Matrix.of fun i j => a i (x j))

/-- The sign of a permutation squares to one. -/
lemma parity_sq (σ : Equiv.Perm (Fin n)) : parity σ * parity σ = 1 := by
  unfold parity
  rcases Int.units_eq_one_or (Equiv.Perm.sign σ) with h | h <;> rw [h] <;> simp

/-- A sum over all configurations splits into the first coordinate and the remaining ones. -/
lemma sum_cons (f : (Fin (n + 1) → X) → ℂ) :
    ∑ x, f x = ∑ b, ∑ z : Fin n → X, f (vecCons b z) := by
  let e : X × (Fin n → X) ≃ (Fin (n + 1) → X) :=
    { toFun := fun p => vecCons p.1 p.2
      invFun := fun x => (x 0, fun j => x j.succ)
      left_inv := fun _ => rfl
      right_inv := fun x => by
        funext k
        exact Fin.cases rfl (fun _ => rfl) k }
  rw [← e.sum_comp f, Fintype.sum_prod_type]
  rfl

/-- The density matrix of a normalised wavefunction has the particle number as its trace. -/
theorem trace_densityMatrix (ψ : (Fin (n + 1) → X) → ℂ) (hN : IsNormalised ψ) :
    (densityMatrix ψ).trace = (n : ℂ) + 1 := by
  have h : ∑ x, ψ x * star (ψ x) = 1 := by
    have h0 := congrArg (fun r : ℝ => (r : ℂ)) hN
    simpa [Complex.mul_conj, Complex.normSq_eq_norm_sq] using h0
  rw [sum_cons] at h
  simp only [Matrix.trace, Matrix.diag_apply, densityMatrix, Matrix.of_apply]
  rw [← Finset.mul_sum, h, mul_one]

/-- The density matrix is Hermitian, and it is idempotent exactly when it leaves the
wavefunction unchanged in its first coordinate. -/
theorem hermitian_and_idempotent_iff (ψ : (Fin (n + 1) → X) → ℂ) :
    (densityMatrix ψ).IsHermitian ∧ (densityMatrix ψ * densityMatrix ψ = densityMatrix ψ ↔
      ∀ x z, ∑ y, densityMatrix ψ x y * ψ (vecCons y z) = ψ (vecCons x z)) := by
  classical
  let M : Matrix X (Fin n → X) ℂ := Matrix.of fun x z => ψ (vecCons x z)
  have hD : densityMatrix ψ = ((n : ℂ) + 1) • (M * Mᴴ) := by
    ext x y
    simp [densityMatrix, M, Matrix.mul_apply]
  refine ⟨?_, fun h => ?_, fun h => ?_⟩
  · change (densityMatrix ψ)ᴴ = densityMatrix ψ
    rw [hD]
    simp [Matrix.conjTranspose_smul, Matrix.conjTranspose_mul]
  · -- (1 - D) M has vanishing Gram matrix, so it vanishes
    have h0 : (1 - densityMatrix ψ) * (M * Mᴴ) = 0 := by
      have h1 : (1 - densityMatrix ψ) * densityMatrix ψ = 0 := by
        rw [Matrix.sub_mul, Matrix.one_mul, h, sub_self]
      nth_rw 2 [hD] at h1
      rw [Matrix.mul_smul] at h1
      exact (smul_eq_zero.mp h1).resolve_left (Nat.cast_add_one_ne_zero n)
    have h2 : (1 - densityMatrix ψ) * M = 0 := by
      apply Matrix.self_mul_conjTranspose_eq_zero.mp
      rw [Matrix.conjTranspose_mul, ← Matrix.mul_assoc, Matrix.mul_assoc _ M, h0, Matrix.zero_mul]
    rw [Matrix.sub_mul, Matrix.one_mul, sub_eq_zero] at h2
    exact fun x z => (congrFun (congrFun h2 x) z).symm
  · have h1 : densityMatrix ψ * M = M := by
      ext x z
      exact h x z
    nth_rw 2 [hD]
    rw [Matrix.mul_smul, ← Matrix.mul_assoc, h1, ← hD]

/-- A Hermitian idempotent matrix of trace `n + 1` is the projector onto `n + 1`
orthonormal orbitals. -/
theorem exists_orbitals (D : Matrix X X ℂ) (hD : D.IsHermitian) (h2 : D * D = D)
    (ht : D.trace = (n : ℂ) + 1) : ∃ a : Fin (n + 1) → X → ℂ,
      IsOrthonormal a ∧ ∀ x y, D x y = ∑ i, a i x * star (a i y) := by
  classical
  let U : Matrix X X ℂ := Matrix.of fun x k => (hD.eigenvectorBasis k).ofLp x
  obtain ⟨l, hl⟩ : ∃ l : X → ℂ, l = fun k => (hD.eigenvalues k : ℂ) := ⟨_, rfl⟩
  have hVU : Uᴴ * U = 1 := by
    ext i j
    have h := orthonormal_iff_ite.mp hD.eigenvectorBasis.orthonormal i j
    rw [Matrix.one_apply]
    refine Eq.trans ?_ h
    simp [U, Matrix.mul_apply, PiLp.inner_apply, RCLike.inner_apply, mul_comm]
  have hUV : U * Uᴴ = 1 := mul_eq_one_comm.mp hVU
  have hDU : D * U = U * diagonal l := by
    ext x k
    have h := congrFun (hD.mulVec_eigenvectorBasis k) x
    rw [Matrix.mul_diagonal, hl]
    simpa [U, Matrix.mul_apply, Matrix.mulVec, dotProduct, mul_comm] using h
  have hL : diagonal l = Uᴴ * D * U := by
    rw [Matrix.mul_assoc, hDU, ← Matrix.mul_assoc, hVU, Matrix.one_mul]
  have hDD : D = U * diagonal l * Uᴴ := by
    rw [← hDU, Matrix.mul_assoc, hUV, Matrix.mul_one]
  have hLL : diagonal l * diagonal l = diagonal l := by
    calc diagonal l * diagonal l = Uᴴ * D * (U * Uᴴ) * D * U := by
          rw [hL]; simp only [Matrix.mul_assoc]
      _ = Uᴴ * (D * D) * U := by rw [hUV, Matrix.mul_one]; simp only [Matrix.mul_assoc]
      _ = diagonal l := by rw [h2, ← hL]
  -- occupations are zero or one, and the trace counts the occupied orbitals
  have h01 : ∀ k, l k = 0 ∨ l k = 1 := fun k => by
    have h := congrFun (congrFun hLL k) k
    simp only [Matrix.diagonal_mul_diagonal, Matrix.diagonal_apply_eq] at h
    have h' : l k * (l k - 1) = 0 := by linear_combination h
    exact (mul_eq_zero.mp h').imp id sub_eq_zero.mp
  have hs : ∑ k, l k = (n : ℂ) + 1 := by
    rw [← Matrix.trace_diagonal, hL, Matrix.trace_mul_comm, ← Matrix.mul_assoc, hUV,
      Matrix.one_mul, ht]
  have hc : Fintype.card {k // l k = 1} = n + 1 := by
    have h : ((Fintype.card {k // l k = 1} : ℕ) : ℂ) = ((n + 1 : ℕ) : ℂ) := by
      rw [Fintype.card_subtype, ← Finset.sum_boole, Nat.cast_add, Nat.cast_one, ← hs]
      refine Finset.sum_congr rfl fun k _ => ?_
      rcases h01 k with h | h <;> simp [h]
    exact_mod_cast h
  let e : Fin (n + 1) ≃ {k // l k = 1} := (Fintype.equivFinOfCardEq hc).symm
  refine ⟨fun i x => U x (e i).1, fun i j => ?_, fun x y => ?_⟩
  · have h := congrFun (congrFun hVU (e i).1) (e j).1
    rw [Matrix.mul_apply, Matrix.one_apply] at h
    refine Eq.trans h ?_
    by_cases hij : i = j
    · simp [hij]
    · rw [if_neg hij, if_neg fun h => hij (e.injective (Subtype.ext h))]
  · have h := congrFun (congrFun hDD x) y
    rw [Matrix.mul_apply] at h
    calc D x y = ∑ k, if l k = 1 then U x k * star (U y k) else 0 := by
          refine h.trans (Finset.sum_congr rfl fun k _ => ?_)
          rw [Matrix.mul_diagonal, Matrix.conjTranspose_apply]
          rcases h01 k with h | h <;> simp [h]
      _ = ∑ k ∈ Finset.univ.filter (fun k => l k = 1), U x k * star (U y k) :=
          (Finset.sum_filter _ _).symm
      _ = ∑ k : {k // l k = 1}, U x k.1 * star (U y k.1) :=
          Finset.sum_subtype _ (by simp) _
      _ = _ := (e.sum_comp (fun k : {k // l k = 1} => U x k.1 * star (U y k.1))).symm

/-- If a one-particle matrix leaves a function unchanged in each coordinate separately,
it does so when applied to all coordinates together. -/
theorem project_all (P : Matrix X X ℂ) (g : (Fin n → X) → ℂ)
    (h : ∀ j x, ∑ y, P (x j) y * g (Function.update x j y) = g x) (x : Fin n → X) :
    ∑ y : Fin n → X, (∏ j, P (x j) (y j)) * g y = g x := by
  induction n with
  | zero =>
    rw [Fintype.sum_eq_single x (fun y hy => absurd (Subsingleton.elim y x) hy)]
    simp
  | succ m ih =>
    have hu : ∀ (b : X) (z : Fin m → X) j y,
        Function.update (vecCons b z) j.succ y = vecCons b (Function.update z j y) := by
      intro b z j y
      funext k
      refine Fin.cases ?_ (fun i => ?_) k
      · rw [Function.update_of_ne (Fin.succ_ne_zero j).symm]
        rfl
      · simp [Function.update_apply]
    have hb : ∀ b, ∑ z : Fin m → X, (∏ j, P (x j.succ) (z j)) * g (vecCons b z) =
        g (vecCons b fun j => x j.succ) := fun b =>
      ih (fun z => g (vecCons b z)) (fun j z => by
        simpa only [Matrix.cons_val_succ, hu] using h j.succ (vecCons b z)) _
    rw [sum_cons]
    refine Eq.trans (Finset.sum_congr rfl fun b _ => ?_) (h 0 x)
    have h0 : Function.update x 0 b = vecCons b fun j => x j.succ := by
      funext k
      refine Fin.cases ?_ (fun i => ?_) k <;> simp
    rw [h0, ← hb b, Finset.mul_sum]
    refine Finset.sum_congr rfl fun z _ => ?_
    rw [Fin.prod_univ_succ]
    simp only [Matrix.cons_val_zero, Matrix.cons_val_succ]
    ring

/-- An antisymmetric normalised wavefunction with idempotent density matrix is a multiple of
a determinant of orthonormal orbitals. -/
theorem exists_slater_of_idempotent (ψ : (Fin (n + 1) → X) → ℂ) (hA : IsAntisymmetric ψ)
    (hN : IsNormalised ψ) (hI : densityMatrix ψ * densityMatrix ψ = densityMatrix ψ) :
    ∃ (a : Fin (n + 1) → X → ℂ) (c : ℂ), IsOrthonormal a ∧ ∀ x, ψ x = c * slater a x := by
  obtain ⟨hH, hiff⟩ := hermitian_and_idempotent_iff ψ
  obtain ⟨a, ha, hP⟩ := exists_orbitals _ hH hI (trace_densityMatrix ψ hN)
  -- antisymmetry carries the invariance from the first coordinate to every other one
  have hco : ∀ j x, ∑ y, densityMatrix ψ (x j) y * ψ (Function.update x j y) = ψ x := by
    intro j x
    have hr := hiff.1 hI (x j) (fun k => x (Equiv.swap 0 j k.succ))
    have h1 : ∀ y, vecCons y (fun k : Fin n => x (Equiv.swap 0 j k.succ)) =
        Function.update x j y ∘ Equiv.swap 0 j := by
      intro y
      funext k
      refine Fin.cases ?_ (fun i => ?_) k
      · simp
      · have hne : Equiv.swap 0 j i.succ ≠ j := fun h => Fin.succ_ne_zero i
          ((Equiv.swap 0 j).injective (h.trans (Equiv.swap_apply_left 0 j).symm))
        rw [Function.comp_apply, Function.update_of_ne hne]
        rfl
    have hs : ∀ w, ψ (w ∘ Equiv.swap 0 j) = parity (Equiv.swap 0 j) * ψ w := hA _
    simp only [h1, hs, Function.update_eq_self] at hr
    apply mul_left_cancel₀ (left_ne_zero_of_mul_eq_one (parity_sq (Equiv.swap 0 j)))
    refine Eq.trans ?_ hr
    rw [Finset.mul_sum]
    exact Finset.sum_congr rfl fun y _ => by ring
  have hf : ((n + 1).factorial : ℂ) ≠ 0 := Nat.cast_ne_zero.mpr (Nat.factorial_ne_zero _)
  refine ⟨a, ((n + 1).factorial : ℂ)⁻¹ *
    ∑ y, Matrix.det (Matrix.of fun i j => star (a i (y j))) * ψ y, ha, fun x => ?_⟩
  -- antisymmetrising the projection produces a determinant of the kernel D
  have h1 : ((n + 1).factorial : ℂ) * ψ x =
      ∑ y, Matrix.det (Matrix.of fun i j => densityMatrix ψ (x i) (y j)) * ψ y := by
    calc ((n + 1).factorial : ℂ) * ψ x
        = ∑ σ : Equiv.Perm (Fin (n + 1)), parity σ * ψ (x ∘ σ) := by
          have h : ∀ σ : Equiv.Perm (Fin (n + 1)), parity σ * ψ (x ∘ σ) = ψ x := fun σ => by
            rw [hA σ x, ← mul_assoc, parity_sq, one_mul]
          simp only [h, Finset.sum_const, Finset.card_univ, Fintype.card_perm,
            Fintype.card_fin, nsmul_eq_mul]
      _ = ∑ σ : Equiv.Perm (Fin (n + 1)), parity σ *
            ∑ y : Fin (n + 1) → X, (∏ j, densityMatrix ψ (x (σ j)) (y j)) * ψ y :=
          Finset.sum_congr rfl fun σ _ =>
            congrArg (parity σ * ·) (project_all _ ψ hco (x ∘ σ)).symm
      _ = _ := by
          simp only [Finset.mul_sum, Matrix.det_apply', Matrix.of_apply, Finset.sum_mul, parity]
          rw [Finset.sum_comm]
          exact Finset.sum_congr rfl fun y _ => Finset.sum_congr rfl fun σ _ => by ring
  have h2 : ∀ y : Fin (n + 1) → X,
      Matrix.det (Matrix.of fun i j => densityMatrix ψ (x i) (y j)) =
        slater a x * Matrix.det (Matrix.of fun i j => star (a i (y j))) := by
    intro y
    have h : (Matrix.of fun i j => densityMatrix ψ (x i) (y j)) =
        (Matrix.of fun i j => a i (x j))ᵀ * Matrix.of fun i j => star (a i (y j)) := by
      ext i j
      simp [Matrix.mul_apply, hP]
    rw [h, Matrix.det_mul, Matrix.det_transpose]
    rfl
  apply mul_left_cancel₀ hf
  rw [h1]
  simp only [h2, mul_assoc]
  rw [← Finset.mul_sum, mul_inv_cancel_left₀ hf, mul_comm]

/-- Products of orthonormal orbitals for all particles but the first, ordered by two
permutations, are orthonormal. -/
theorem spectator_overlap (a : Fin (n + 1) → X → ℂ) (ha : IsOrthonormal a)
    (σ τ : Equiv.Perm (Fin (n + 1))) :
    ∑ z : Fin n → X, (∏ j, a (σ j.succ) (z j)) * star (∏ j, a (τ j.succ) (z j)) =
      if σ = τ then 1 else 0 := by
  have ho : ∀ i j, ∑ w, a i w * star (a j w) = if i = j then 1 else 0 := fun i j =>
    (Finset.sum_congr rfl fun w _ => mul_comm _ _).trans ((ha j i).trans (by
      by_cases h : i = j
      · simp [h]
      · simp [h, Ne.symm h]))
  have h : ∑ z : Fin n → X, (∏ j, a (σ j.succ) (z j)) * star (∏ j, a (τ j.succ) (z j)) =
      ∏ j : Fin n, ∑ w, a (σ j.succ) w * star (a (τ j.succ) w) := by
    rw [Finset.prod_univ_sum, Fintype.piFinset_univ]
    exact Finset.sum_congr rfl fun z _ => by rw [star_prod, Finset.prod_mul_distrib]
  rw [h]
  simp only [ho]
  by_cases hst : σ = τ
  · simp [hst]
  · have hex : ∃ j : Fin n, σ j.succ ≠ τ j.succ := by
      by_contra hcon
      have hall : ∀ j : Fin n, σ j.succ = τ j.succ := fun j =>
        Classical.byContradiction fun hj => hcon ⟨j, hj⟩
      have h0 : σ 0 = τ 0 := by
        obtain ⟨k, hk⟩ := τ.surjective (σ 0)
        rcases Fin.eq_zero_or_eq_succ k with rfl | ⟨j, rfl⟩
        · exact hk.symm
        · rw [← hall j] at hk
          exact absurd (σ.injective hk) (Fin.succ_ne_zero j)
      exact hst (Equiv.ext fun k => Fin.cases h0 hall k)
    obtain ⟨j, hj⟩ := hex
    rw [if_neg hst]
    exact Finset.prod_eq_zero (Finset.mem_univ j) (if_neg hj)

/-- A normalised multiple of a determinant of orthonormal orbitals has an idempotent
density matrix. -/
theorem idempotent_of_slater (ψ : (Fin (n + 1) → X) → ℂ) (hN : IsNormalised ψ)
    (a : Fin (n + 1) → X → ℂ) (c : ℂ) (ha : IsOrthonormal a) (hψ : ∀ x, ψ x = c * slater a x) :
    densityMatrix ψ * densityMatrix ψ = densityMatrix ψ := by
  let A : Matrix X (Fin (n + 1)) ℂ := Matrix.of fun x i => a i x
  have hAA : Aᴴ * A = 1 := by
    ext i j
    rw [Matrix.one_apply]
    exact ha i j
  have hc : ∀ x (z : Fin n → X), slater a (vecCons x z) = ∑ σ : Equiv.Perm (Fin (n + 1)),
      parity σ * (a (σ 0) x * ∏ j : Fin n, a (σ j.succ) (z j)) := fun x z => by
    simp [slater, parity, Matrix.det_apply', Fin.prod_univ_succ]
  have hp : ∀ σ : Equiv.Perm (Fin (n + 1)), star (parity σ) = parity σ := fun σ => by
    simp [parity]
  -- only equal permutations survive the sum over the spectators
  have hsum : ∀ x y, ∑ z : Fin n → X, slater a (vecCons x z) * star (slater a (vecCons y z)) =
      (n.factorial : ℂ) * (A * Aᴴ) x y := by
    intro x y
    calc _ = ∑ z : Fin n → X, ∑ σ : Equiv.Perm (Fin (n + 1)), ∑ τ : Equiv.Perm (Fin (n + 1)),
          (parity σ * parity τ * (a (σ 0) x * star (a (τ 0) y))) *
          ((∏ j, a (σ j.succ) (z j)) * star (∏ j, a (τ j.succ) (z j))) := by
          refine Finset.sum_congr rfl fun z _ => ?_
          rw [hc, hc, star_sum, Finset.sum_mul_sum]
          refine Finset.sum_congr rfl fun σ _ => Finset.sum_congr rfl fun τ _ => ?_
          rw [star_mul', star_mul', hp]
          ring
      _ = ∑ σ : Equiv.Perm (Fin (n + 1)), a (σ 0) x * star (a (σ 0) y) := by
          rw [Finset.sum_comm]
          refine Finset.sum_congr rfl fun σ _ => ?_
          rw [Finset.sum_comm]
          simp only [← Finset.mul_sum, spectator_overlap a ha, mul_ite, mul_one, mul_zero,
            Finset.sum_ite_eq, Finset.mem_univ, if_true, parity_sq, one_mul]
      _ = _ := by
          rw [← Equiv.Perm.decomposeFin.symm.sum_comp, Fintype.sum_prod_type]
          simp only [Equiv.Perm.decomposeFin_symm_apply_zero, Finset.sum_const,
            Finset.card_univ, Fintype.card_perm, Fintype.card_fin, nsmul_eq_mul]
          rw [← Finset.mul_sum]
          rfl
  obtain ⟨κ, hκ⟩ : ∃ κ : ℂ, densityMatrix ψ = κ • (A * Aᴴ) := by
    refine ⟨((n : ℂ) + 1) * (c * star c) * (n.factorial : ℂ), ?_⟩
    ext x y
    rw [Matrix.smul_apply, smul_eq_mul, mul_assoc, ← hsum, Finset.mul_sum]
    simp only [densityMatrix, Matrix.of_apply, hψ, star_mul', Finset.mul_sum]
    exact Finset.sum_congr rfl fun z _ => by ring
  -- the trace fixes the prefactor
  have h1 : κ = 1 := by
    have ht := trace_densityMatrix ψ hN
    rw [hκ, Matrix.trace_smul, Matrix.trace_mul_comm, hAA, Matrix.trace_one, Fintype.card_fin,
      smul_eq_mul, Nat.cast_add, Nat.cast_one] at ht
    exact mul_right_cancel₀ (Nat.cast_add_one_ne_zero n) (ht.trans (one_mul _).symm)
  rw [hκ, h1, one_smul, Matrix.mul_assoc, ← Matrix.mul_assoc Aᴴ, hAA, Matrix.one_mul]

/-- The density matrix of a normalised antisymmetric wavefunction is idempotent if and only if
the wavefunction is a scalar multiple of a determinant of orthonormal orbitals. -/
theorem idempotent_iff_slater (ψ : (Fin (n + 1) → X) → ℂ) (hA : IsAntisymmetric ψ)
    (hN : IsNormalised ψ) :
    densityMatrix ψ * densityMatrix ψ = densityMatrix ψ ↔
      ∃ (a : Fin (n + 1) → X → ℂ) (c : ℂ), IsOrthonormal a ∧ ∀ x, ψ x = c * slater a x :=
  ⟨exists_slater_of_idempotent ψ hA hN,
    fun ⟨a, c, ha, hψ⟩ => idempotent_of_slater ψ hN a c ha hψ⟩

end

end IdempotentDensityMatrix
```

```lean
#print axioms IdempotentDensityMatrix.trace_densityMatrix
-- 'IdempotentDensityMatrix.trace_densityMatrix' depends on axioms: [propext, Classical.choice, Quot.sound]
#print axioms IdempotentDensityMatrix.idempotent_iff_slater
-- 'IdempotentDensityMatrix.idempotent_iff_slater' depends on axioms: [propext, Classical.choice, Quot.sound]
```

`hermitian_and_idempotent_iff` contains the argument with $M$; `Matrix.self_mul_conjTranspose_eq_zero` supplies the vanishing step. `exists_orbitals` diagonalises a Hermitian idempotent matrix and uses its trace, a hypothesis there, to count the occupied eigenvectors; for the density matrix, `trace_densityMatrix` provides that hypothesis. `project_all` applies $D$ to all coordinates by induction, splitting sums with `sum_cons`.

`exists_slater_of_idempotent` combines these: `hco` is the coordinate exchange, `h1` the antisymmetrisation (with `parity_sq` cancelling signs), and `h2` the factorisation through `Matrix.det_mul`.

For the converse, `spectator_overlap` proves the Kronecker delta in permutations. In `idempotent_of_slater`, `hsum` counts the surviving terms and the trace fixes the factor `κ`. `idempotent_iff_slater` joins the two directions.
